# Mean and mean squared error of the Hadamard test estimator for independent shots

The Hadamard test estimates $\mathrm{Re}\langle\psi,U\psi\rangle$, for a unitary $U$ and a normalised state $\psi$, from repeated readouts of one ancilla qubit; this number is the parameter $x$ below, as shown in (i). A readout $b$ of the ancilla is a `Bool`. Outcome 0 (`false`) carries the sign $\sigma(b)=+1$, and outcome 1 (`true`) carries $\sigma(b)=-1$.

In Lean 4 with Mathlib:

```lean
import Mathlib

open scoped InnerProductSpace

namespace HadamardTestShotNoise

noncomputable section

/-- The sign recorded for an ancilla readout: `+1` for outcome 0 and `-1` for outcome 1. -/
def sgn : Bool → ℝ
  | false => 1
  | true => -1
```

For a real parameter $x$, one readout has the weight $w_x(b)=(1+x\,\sigma(b))/2$. This is a probability when $|x|\le 1$; the algebra in (a) to (g) holds for every real $x$.

```lean
/-- The single-shot weight `(1 + x s) / 2` of the sign `s`. -/
def outcomeWeight (x : ℝ) (b : Bool) : ℝ := (1 + x * sgn b) / 2
```

A record of $N$ shots is a function $s$ from `Fin N` to `Bool`, with entries $s_j$. Its weight is the product $W_x(s)=\prod_j w_x(s_j)$, which expresses the assumption of independent, identically prepared shots.

```lean
/-- The product weight of a record of `N` shots. -/
def stringWeight {N : ℕ} (x : ℝ) (s : Fin N → Bool) : ℝ := ∏ j, outcomeWeight x (s j)
```

The expectation is a finite sum over all $2^N$ records, $E_x[f]=\sum_s W_x(s)f(s)$.

```lean
/-- The weighted sum of a function `f` over all records of `N` shots. -/
def expect {N : ℕ} (x : ℝ) (f : (Fin N → Bool) → ℝ) : ℝ := ∑ s, stringWeight x s * f s
```

The estimator is the sample mean $m(s)=\frac1N\sum_j\sigma(s_j)$.

```lean
/-- The average of the recorded signs. -/
def sampleMean {N : ℕ} (s : Fin N → Bool) : ℝ := (∑ j, sgn (s j)) / N
```

## (a) Products factorise

Show that, for single-shot functions $g_j$,
$$E_x\Big[\prod_j g_j(s_j)\Big]=\prod_j\sum_b w_x(b)\,g_j(b).$$

**Solution.** The left side is $\sum_s\prod_j w_x(s_j)g_j(s_j)$. Multiplying out the $N$ two-term sums on the right gives one term for each choice of $b$ in every factor, that is, one for each record. `Finset.prod_univ_sum` performs this expansion.

```lean
/-- The expectation of a product of single-shot functions is the product of their
single-shot expectations. -/
theorem expect_prod {N : ℕ} (x : ℝ) (g : Fin N → Bool → ℝ) :
    expect x (fun s => ∏ j, g j (s j)) = ∏ j, ∑ b, outcomeWeight x b * g j b := by
  unfold expect stringWeight
  simp only [← Finset.prod_mul_distrib]
  rw [Finset.prod_univ_sum, Fintype.piFinset_univ]
```

## (b) Normalisation

Show that $\sum_s W_x(s)=1$.

**Solution.** Take every $g_j=1$ in (a). Each factor is $\frac{1+x}2+\frac{1-x}2=1$.

```lean
/-- The weights of all records of `N` shots sum to one. -/
theorem sum_stringWeight (N : ℕ) (x : ℝ) : ∑ s : Fin N → Bool, stringWeight x s = 1 := by
  have h := expect_prod (N := N) x (fun _ _ => 1)
  have hb : ∑ b, outcomeWeight x b = 1 := by
    simp only [Fintype.sum_bool, outcomeWeight, sgn]
    ring
  simpa only [expect, Finset.prod_const_one, mul_one, hb] using h
```

## (c) Mean of one sign

Show that $E_x[\sigma(s_i)]=x$.

**Solution.** In (a), let $g_i=\sigma$ and let the other functions be 1. Factor $i$ is $\frac{1+x}2-\frac{1-x}2=x$, and the others are 1. The `if k = i` in the code makes this choice.

```lean
/-- Each recorded sign has expectation `x`. -/
theorem expect_shot {N : ℕ} (x : ℝ) (i : Fin N) : expect x (fun s => sgn (s i)) = x := by
  have h := expect_prod x (fun k b => if k = i then sgn b else 1)
  have hb : ∀ k, ∑ b, outcomeWeight x b * (if k = i then sgn b else 1)
      = if k = i then x else 1 := by
    intro k
    rw [Fintype.sum_bool]
    split_ifs <;> simp only [outcomeWeight, sgn] <;> ring
  simpa only [hb, Finset.prod_ite_eq', Finset.mem_univ, if_true] using h
```

## (d) Covariance of two signs

Show that
$$E_x[(\sigma(s_i)-x)(\sigma(s_j)-x)]=(1-x^2)\,\delta_{ij}.$$

**Solution.** For $i=j$, factor $i$ in (a) is
$$\tfrac{1+x}2(1-x)^2+\tfrac{1-x}2(1+x)^2=\tfrac{1-x^2}2\,[(1-x)+(1+x)]=1-x^2.$$
For $i\ne j$, factor $i$ is the centred mean $x-x=0$, so the product vanishes. The proof splits into the same cases with `by_cases`.

```lean
/-- The covariance of two recorded signs is `1 - x²` for the same shot and zero for
different shots. -/
theorem expect_cov {N : ℕ} (x : ℝ) (i j : Fin N) :
    expect x (fun s => (sgn (s i) - x) * (sgn (s j) - x)) = if i = j then 1 - x ^ 2 else 0 := by
  have h := expect_prod x (fun k b =>
    (if k = i then sgn b - x else 1) * (if k = j then sgn b - x else 1))
  simp only [Finset.prod_mul_distrib, Finset.prod_ite_eq', Finset.mem_univ, if_true] at h
  rw [h]
  by_cases hij : i = j
  · subst hij
    have hb : ∀ k, ∑ b, outcomeWeight x b *
        ((if k = i then sgn b - x else 1) * (if k = i then sgn b - x else 1))
        = if k = i then 1 - x ^ 2 else 1 := by
      intro k
      rw [Fintype.sum_bool]
      split_ifs <;> simp only [outcomeWeight, sgn] <;> ring
    simp only [hb, Finset.prod_ite_eq', Finset.mem_univ, if_true]
  · -- the factor belonging to shot `i` is a centred mean, hence zero
    rw [if_neg hij]
    apply Finset.prod_eq_zero (Finset.mem_univ i)
    simp only [Fintype.sum_bool, if_neg hij, eq_self, if_true, outcomeWeight, sgn]
    ring
```

## (e) Finite sums

Show that $E_x[\sum_i f_i]=\sum_i E_x[f_i]$ for a finite family $f_i$.

**Solution.** Distribute $W_x(s)$ over the inner sum and exchange the two finite sums.

```lean
/-- Expectation commutes with finite sums. -/
theorem expect_sum {N : ℕ} {ι : Type*} [Fintype ι] (x : ℝ) (f : ι → (Fin N → Bool) → ℝ) :
    expect x (fun s => ∑ i, f i s) = ∑ i, expect x (f i) := by
  simp only [expect, Finset.mul_sum]
  exact Finset.sum_comm
```

## (f) Constant factors

Show that $E_x[c f]=c\,E_x[f]$.

**Solution.** The constant $c$ is common to all terms of the sum over records.

```lean
/-- Constants can be taken out of an expectation. -/
theorem expect_const_mul {N : ℕ} (x c : ℝ) (f : (Fin N → Bool) → ℝ) :
    expect x (fun s => c * f s) = c * expect x f := by
  simp only [expect, Finset.mul_sum]
  exact Finset.sum_congr rfl fun s _ => by ring
```

## (g) Statistics of the sample mean

For $N\ge1$, show that
$$E_x[m]=x,\qquad E_x[(m-x)^2]=\frac{1-x^2}N.$$

**Solution.** By (c), (e) and (f), $E_x[m]=\frac1N\cdot Nx=x$. Since $m-x=\frac1N\sum_i(\sigma(s_i)-x)$, squaring gives a double sum, and (d) leaves only its diagonal:
$$E_x[(m-x)^2]=\frac1{N^2}\sum_{i,j}(1-x^2)\delta_{ij}=\frac{N(1-x^2)}{N^2}.$$
The code establishes the rewritten forms of $m$ and $(m-x)^2$ as `hm`, then applies the same lemmas.

```lean
/-- The sample mean of `N ≥ 1` shots has expectation `x` and mean squared error
`(1 - x²) / N`. -/
theorem sampleMean_statistics {N : ℕ} (hN : 1 ≤ N) (x : ℝ) :
    expect x (fun s : Fin N → Bool => sampleMean s) = x ∧
    expect x (fun s : Fin N → Bool => (sampleMean s - x) ^ 2) = (1 - x ^ 2) / N := by
  have hN' : (N : ℝ) ≠ 0 := Nat.cast_ne_zero.mpr (by omega)
  constructor
  · have hm : (fun s : Fin N → Bool => sampleMean s)
        = fun s => (N : ℝ)⁻¹ * ∑ j, sgn (s j) := by
      funext s
      simp only [sampleMean]
      ring
    rw [hm, expect_const_mul, expect_sum]
    simp only [expect_shot, Finset.sum_const, Finset.card_univ, Fintype.card_fin, nsmul_eq_mul]
    field_simp
  · -- expand the squared error into a double sum of covariances
    have hm : (fun s : Fin N → Bool => (sampleMean s - x) ^ 2)
        = fun s => ((N : ℝ)⁻¹) ^ 2 * ∑ i, ∑ j, (sgn (s i) - x) * (sgn (s j) - x) := by
      funext s
      have h1 : sampleMean s - x = (N : ℝ)⁻¹ * ∑ i, (sgn (s i) - x) := by
        simp only [sampleMean, Finset.sum_sub_distrib, Finset.sum_const, Finset.card_univ,
          Fintype.card_fin, nsmul_eq_mul]
        field_simp
      rw [h1, mul_pow, pow_two (∑ i, (sgn (s i) - x)), Finset.sum_mul_sum]
    rw [hm, expect_const_mul, expect_sum]
    simp only [expect_sum, expect_cov, Finset.sum_ite_eq, Finset.mem_univ, if_true,
      Finset.sum_const, Finset.card_univ, Fintype.card_fin, nsmul_eq_mul]
    field_simp
```

## (h) Probability of a large error

For $N\ge1$, $|x|\le1$ and $\varepsilon>0$, show that
$$P(|m-x|\ge\varepsilon)\le\frac{1-x^2}{N\varepsilon^2}.$$

**Solution.** Write the probability as $E_x[\mathbf 1]$, with $\mathbf 1$ the indicator of the event. For each record $\varepsilon^2\,\mathbf 1\le(m-x)^2$. The weights are nonnegative (`hw`), so multiplying by them and summing preserves the inequality; then use (g) and divide by $\varepsilon^2$.

Without $|x|\le1$ the bound can fail. For $x=2$, $N=1$, $\varepsilon=2$, only the sign $-1$ misses by at least $\varepsilon$. Its weight is $-\frac12$, which exceeds the supposed bound $-\frac34$. This case is purely formal: in the Hadamard test on a normalised state, $|x|\le1$ by the Cauchy–Schwarz inequality.

```lean
/-- For `N ≥ 1`, `|x| ≤ 1` and `ε > 0`, the total weight of the records whose sample mean misses `x`
by at least `ε` is at most `(1 - x²) / (N ε²)`. -/
theorem error_probability_le {N : ℕ} (hN : 1 ≤ N) {x ε : ℝ} (hx : |x| ≤ 1) (hε : 0 < ε) :
    expect x (fun s : Fin N → Bool => if ε ≤ |sampleMean s - x| then 1 else 0)
      ≤ (1 - x ^ 2) / (N * ε ^ 2) := by
  obtain ⟨hl, hr⟩ := abs_le.mp hx
  have hw : ∀ s : Fin N → Bool, 0 ≤ stringWeight x s := by
    intro s
    refine Finset.prod_nonneg fun j _ => ?_
    cases s j <;> simp only [outcomeWeight, sgn] <;> linarith
  rw [← div_div, ← (sampleMean_statistics hN x).2, le_div_iff₀ (by positivity)]
  unfold expect
  rw [Finset.sum_mul]
  refine Finset.sum_le_sum fun s _ => ?_
  rw [mul_assoc]
  refine mul_le_mul_of_nonneg_left ?_ (hw s)
  beta_reduce
  split_ifs with h
  · rw [one_mul, ← sq_abs (sampleMean s - x)]
    exact pow_le_pow_left₀ hε.le h 2
  · rw [zero_mul]
    positivity
```

## The ancilla branches

Let $\psi$ be a vector in a complex inner product space `H`, of any dimension, and let $U$ be unitary (`H ≃ₗᵢ[ℂ] H`). With the ancilla starting in state 0, a Hadamard gate on it, controlled $U$ and a second Hadamard gate on it leave the system in the unnormalised branch $\frac12(\psi+\sigma(b)U\psi)$ for readout $b$. The code starts from this branch, not from the gates, and defines $p(b)$ as its squared norm, which is the probability of readout $b$ when $\|\psi\|=1$.

```lean
variable {H : Type*} [NormedAddCommGroup H] [InnerProductSpace ℂ H]

/-- The squared norm of the Hadamard-test branch for an ancilla readout, which is the probability of
that readout when `ψ` is normalised. The branch is `(ψ ± U ψ) / 2`. -/
def hadamardProb (U : H ≃ₗᵢ[ℂ] H) (ψ : H) (b : Bool) : ℝ :=
  ‖(1 / 2 : ℂ) • (ψ + ((sgn b : ℝ) : ℂ) • U ψ)‖ ^ 2
```

## (i) Readout probabilities

For $\|\psi\|=1$ and $x=\mathrm{Re}\langle\psi,U\psi\rangle$, show that $p(b)=w_x(b)$.

**Solution.** Because $\|U\psi\|=1$ and $\sigma(b)^2=1$,
$$p(b)=\tfrac14\big(1+2\sigma(b)x+1\big)=\tfrac12\big(1+\sigma(b)x\big).$$
`norm_add_sq` supplies the expansion with its interference term.

```lean
/-- For a normalised state, the readout probabilities are `(1 ± Re ⟨ψ, U ψ⟩) / 2`. -/
theorem hadamardProb_eq (U : H ≃ₗᵢ[ℂ] H) {ψ : H} (hψ : ‖ψ‖ = 1) (b : Bool) :
    hadamardProb U ψ b = outcomeWeight (⟪ψ, U ψ⟫_ℂ).re b := by
  have hU : ‖U ψ‖ = 1 := by rw [U.norm_map, hψ]
  have hs : ‖((sgn b : ℝ) : ℂ)‖ = 1 := by cases b <;> simp [sgn]
  have hr : RCLike.re (((sgn b : ℝ) : ℂ) * ⟪ψ, U ψ⟫_ℂ) = sgn b * (⟪ψ, U ψ⟫_ℂ).re :=
    Complex.re_ofReal_mul _ _
  have h2 : ‖(1 / 2 : ℂ)‖ = 1 / 2 := by norm_num
  -- the interference term carries the real part of the overlap
  have h := norm_add_sq (𝕜 := ℂ) ψ (((sgn b : ℝ) : ℂ) • U ψ)
  rw [inner_smul_right, hr, norm_smul, hs, hU, hψ] at h
  unfold hadamardProb outcomeWeight
  rw [norm_smul, mul_pow, h, h2]
  ring
```

## (j) Shot noise of the Hadamard test

For $N\ge1$, $\|\psi\|=1$ and $x$ as in (i), put $P(s)=\prod_j p(s_j)$. Show that
$$\sum_s P(s)=1,\quad \sum_s P(s)m(s)=x,\quad \sum_s P(s)(m(s)-x)^2=\frac{1-x^2}N.$$

**Solution.** By (i), $P(s)=W_x(s)$, so the claims are (b) and (g). The `simp only` step makes this substitution.

When $U$ is a Pauli string in the qubit form of a molecular Hamiltonian, it is Hermitian as well as unitary, so $\langle\psi,U\psi\rangle=x$ is real, and this gives the sampling error of the Hadamard-test estimate of that one expectation value, for noiseless gates and independent shots. Imaginary parts, device errors and the allocation of shots among several strings are not treated.

```lean
/-- For `N ≥ 1` independent Hadamard tests on a normalised state, the record probabilities sum
to one, the sample mean has expectation `x = Re ⟨ψ, U ψ⟩`, and its mean squared error is
`(1 - x²) / N`. -/
theorem hadamard_test_shot_noise {N : ℕ} (hN : 1 ≤ N) (U : H ≃ₗᵢ[ℂ] H) {ψ : H}
    (hψ : ‖ψ‖ = 1) :
    (∑ s : Fin N → Bool, ∏ j, hadamardProb U ψ (s j)) = 1 ∧
    (∑ s : Fin N → Bool, (∏ j, hadamardProb U ψ (s j)) * sampleMean s) = (⟪ψ, U ψ⟫_ℂ).re ∧
    (∑ s : Fin N → Bool, (∏ j, hadamardProb U ψ (s j)) *
      (sampleMean s - (⟪ψ, U ψ⟫_ℂ).re) ^ 2) = (1 - (⟪ψ, U ψ⟫_ℂ).re ^ 2) / N := by
  simp only [hadamardProb_eq U hψ]
  exact ⟨sum_stringWeight N _, (sampleMean_statistics hN _).1, (sampleMean_statistics hN _).2⟩

end

end HadamardTestShotNoise
```

```lean
#print axioms HadamardTestShotNoise.error_probability_le
#print axioms HadamardTestShotNoise.hadamard_test_shot_noise
```

```
'HadamardTestShotNoise.error_probability_le' depends on axioms: [propext, Classical.choice, Quot.sound]
'HadamardTestShotNoise.hadamard_test_shot_noise' depends on axioms: [propext, Classical.choice, Quot.sound]
```
